# Double factorization: the square of a diagonalized one-body operator in commuting mode occupations

Let \(p,q\) run over a finite set of spin orbitals, with annihilation operators \(a_p\) and creation operators \(a_p^\dagger\) that obey the canonical anticommutation relations (CAR)

\[
\{a_p,a_q\}=0,\qquad \{a_p,a_q^\dagger\}=\delta_{pq}.
\]

A square complex matrix \(L\) defines the one-body operator \(v=\sum_{pq}L_{pq}\,a_p^\dagger a_q\). Suppose that \(L=U\,\mathrm{diag}(\lambda)\,U^\dagger\) with \(U\) unitary, so that column \(k\) of \(U\) is an eigenvector with eigenvalue \(\lambda_k\). The rotated modes and their occupations are

\[
b_k=\sum_p \overline{U_{pk}}\,a_p,\qquad b_k^\dagger=\sum_p U_{pk}\,a_p^\dagger,\qquad n_k=b_k^\dagger b_k .
\]

The \(\lambda_k\) may be complex, so \(L\) can be any normal matrix; a Hermitian \(L\) has real ones.

## The square contains only modes with nonzero eigenvalue

The \(b_k\) obey the CAR, the \(n_k\) are commuting idempotents, and

\[
v^2=\sum_{\lambda_k\neq0}\ \sum_{\lambda_l\neq0}\lambda_k\lambda_l\,n_kn_l .
\]

The number of modes that survive, counted with multiplicity, is the rank of \(L\). Since \(n_k^2=n_k\), the square also separates into a one-body part and a pair part:

\[
v^2=\sum_k\lambda_k^2\,n_k+\sum_k\sum_{l\neq k}\lambda_k\lambda_l\,n_kn_l .
\]

## Low-rank updates in auxiliary-field propagation

In a finite basis of real orbitals, a Cholesky decomposition of the two-electron integrals, \((pq|rs)=\sum_g L^g_{pq}L^g_{rs}\), turns the electron repulsion into \(\tfrac12\sum_g v_g^2\) plus a one-body term from reordering. Diagonalizing each \(L^g\) is the second factorization, and it makes each square a density–density interaction in its own set of modes.

A Hubbard–Stratonovich transformation replaces the exponential of \(v_g^2\) by an average over exponentials \(e^{xv_g}\), where the number \(x\) contains the field and the time step. On a Slater determinant with orbital coefficient matrix \(C\), such a factor acts as \(C\mapsto e^{xL^g}C\). A Hermitian eigensolver returns \(\lambda\) and \(U\) in the convention above. If \(U_r\) holds the \(r\) columns with nonzero eigenvalue and \(\lambda_r\) those eigenvalues, the update is

\[
e^{xL^g}C=C+U_r\left(\mathrm{diag}(e^{x\lambda_r})-1\right)U_r^\dagger C .
\]

The leading \(C\) has to stay: a mode with zero eigenvalue drops out of \(v_g\), but it contributes a factor 1 to the exponential. The formula is for factors applied one at a time. A code that first adds the matrices \(xL^g\) of all \(g\), each with its own \(x\), and then exponentiates the sum can't in general use the separate diagonalizations in this way.

## From the anticommutators to the square

**The modes obey the CAR.** Both anticommutators are bilinear in the \(a\)'s:

\[
\{b_k,b_l\}=\sum_{pq}\overline{U_{pk}}\,\overline{U_{ql}}\,\{a_p,a_q\}=0,
\]
\[
\{b_k,b_l^\dagger\}=\sum_{pq}\overline{U_{pk}}\,U_{ql}\,\delta_{pq}=(U^\dagger U)_{kl}=\delta_{kl}.
\]

**Occupations are idempotent.** The first relation with \(k=l\) gives \(2b_k^2=0\), hence \(b_k^2=0\). Then

\[
n_k^2=b_k^\dagger(b_kb_k^\dagger)b_k=b_k^\dagger(1-b_k^\dagger b_k)b_k=n_k-b_k^\dagger b_k^\dagger b_kb_k=n_k .
\]

**Occupations commute.** For \(k\neq l\) every exchange of a \(k\)-operator with an \(l\)-operator changes the sign, and four exchanges are needed:

\[
b_k^\dagger b_kb_l^\dagger b_l=-b_k^\dagger b_l^\dagger b_kb_l=b_l^\dagger b_k^\dagger b_kb_l=-b_l^\dagger b_k^\dagger b_lb_k=b_l^\dagger b_lb_k^\dagger b_k .
\]

**The one-body operator is diagonal.** The factorization reads \(L_{pq}=\sum_k\lambda_kU_{pk}\overline{U_{qk}}\) in components, so

\[
v=\sum_k\lambda_k\Big(\sum_pU_{pk}a_p^\dagger\Big)\Big(\sum_q\overline{U_{qk}}a_q\Big)=\sum_k\lambda_kn_k .
\]

The conjugate in \(b_k\) matters here. With \(b_k=\sum_pU_{pk}a_p\) the CAR would still hold, but \(\sum_k\lambda_kb_k^\dagger b_k\) would be the operator of the transposed matrix \(L^T\). A test with a real symmetric \(L\), such as a Cholesky factor in real orbitals, doesn't reveal the error, because such a matrix equals its transpose.

**Squaring.** Terms with \(\lambda_k=0\) vanish from \(v\). Multiplying the remaining sum by itself gives the double sum. In the full double sum, the terms with \(k=l\) are \(\lambda_k^2n_k^2=\lambda_k^2n_k\), which gives the separated form.

**Counting.** Multiplication by the invertible matrices \(U\) and \(U^\dagger\) preserves rank, so \(L\) has the rank of \(\mathrm{diag}(\lambda)\), which is the number of nonzero \(\lambda_k\).

**Several factors.** If every \(L^g\) is Hermitian, the spectral theorem supplies a unitary \(U^g\) and real \(\lambda^g\) for each \(g\). Adding the squares gives \(\sum_gv_g^2\) in factorized form.

## The Lean file

```lean
import Mathlib

open Matrix

namespace DoubleFactorization

noncomputable section

variable {n A : Type*} [Fintype n] [DecidableEq n]
  [Ring A] [StarRing A] [Algebra ℂ A] [StarModule ℂ A]

/-- The canonical anticommutation relations for annihilation operators `a p`,
with creation operators `star (a p)`. -/
structure IsCAR {n A : Type*} [DecidableEq n] [Ring A] [StarRing A] (a : n → A) : Prop where
  anti : ∀ p q, a p * a q + a q * a p = 0
  mixed : ∀ p q, a p * star (a q) + star (a q) * a p = if p = q then 1 else 0

/-- The rotated annihilation operator `b_k = ∑ p, conj (U p k) a_p`. -/
def mode (U : Matrix n n ℂ) (a : n → A) (k : n) : A := ∑ p, star (U p k) • a p

/-- The occupation operator `n_k = b_k† b_k` of a rotated mode. -/
def occ (U : Matrix n n ℂ) (a : n → A) (k : n) : A := star (mode U a k) * mode U a k

/-- The one-body operator `∑ p q, L p q a_p† a_q`. -/
def oneBody (L : Matrix n n ℂ) (a : n → A) : A := ∑ p, ∑ q, L p q • (star (a p) * a q)

omit [DecidableEq n] in
/-- The rotated creation operator is `b_k† = ∑ p, U p k a_p†`. -/
theorem star_mode (U : Matrix n n ℂ) (a : n → A) (k : n) :
    star (mode U a k) = ∑ p, U p k • star (a p) := by
  simp only [mode, star_sum, star_smul, star_star]

/-- A unitary rotation of modes preserves the anticommutation relations. -/
theorem mode_car {a : n → A} (ha : IsCAR a) {U : Matrix n n ℂ} (hU : Uᴴ * U = 1) :
    IsCAR (mode U a) := by
  refine ⟨fun k l => ?_, fun k l => ?_⟩
  · have e1 : mode U a k * mode U a l =
        ∑ p, ∑ q, (star (U p k) * star (U q l)) • (a p * a q) := by
      simp only [mode, Finset.sum_mul_sum, smul_mul_smul_comm]
    have e2 : mode U a l * mode U a k =
        ∑ p, ∑ q, (star (U p k) * star (U q l)) • (a q * a p) := by
      simp only [mode, Finset.sum_mul_sum, smul_mul_smul_comm]
      rw [Finset.sum_comm]
      refine Finset.sum_congr rfl fun p _ => Finset.sum_congr rfl fun q _ => ?_
      rw [mul_comm (star (U q l))]
    rw [e1, e2]
    simp only [← Finset.sum_add_distrib, ← smul_add, ha.anti, smul_zero,
      Finset.sum_const_zero]
  · have e1 : mode U a k * star (mode U a l) =
        ∑ p, ∑ q, (star (U p k) * U q l) • (a p * star (a q)) := by
      rw [star_mode, mode]
      simp only [Finset.sum_mul_sum, smul_mul_smul_comm]
    have e2 : star (mode U a l) * mode U a k =
        ∑ p, ∑ q, (star (U p k) * U q l) • (star (a q) * a p) := by
      rw [star_mode, mode]
      simp only [Finset.sum_mul_sum, smul_mul_smul_comm]
      rw [Finset.sum_comm]
      refine Finset.sum_congr rfl fun p _ => Finset.sum_congr rfl fun q _ => ?_
      rw [mul_comm (U q l)]
    -- the remaining coefficient is the matrix element of U†U
    have hkl := congrArg (fun M : Matrix n n ℂ => M k l) hU
    simp only [Matrix.mul_apply, Matrix.conjTranspose_apply, Matrix.one_apply] at hkl
    rw [e1, e2]
    simp only [← Finset.sum_add_distrib, ← smul_add, ha.mixed, smul_ite, smul_zero,
      Finset.sum_ite_eq, Finset.mem_univ, if_true]
    rw [← Finset.sum_smul, hkl]
    split_ifs <;> simp

/-- For a unitary rotation of CAR operators, each occupation operator is idempotent. -/
theorem occ_idem {a : n → A} (ha : IsCAR a) {U : Matrix n n ℂ} (hU : Uᴴ * U = 1) (k : n) :
    occ U a k * occ U a k = occ U a k := by
  have hb := mode_car ha hU
  unfold occ
  generalize mode U a = b at hb ⊢
  have h1 : b k * star (b k) + star (b k) * b k = 1 := by rw [hb.mixed, if_pos rfl]
  -- Pauli exclusion
  have h2 : b k * b k = 0 := by
    calc b k * b k = (1 / 2 : ℂ) • (b k * b k + b k * b k) := by module
      _ = 0 := by rw [hb.anti, smul_zero]
  calc star (b k) * b k * (star (b k) * b k)
      = star (b k) * (b k * star (b k) + star (b k) * b k) * b k
        - star (b k) * star (b k) * (b k * b k) := by noncomm_ring
    _ = star (b k) * b k := by rw [h1, h2, mul_one, mul_zero, sub_zero]

/-- For a unitary rotation of CAR operators, all occupation operators commute. -/
theorem occ_commute {a : n → A} (ha : IsCAR a) {U : Matrix n n ℂ} (hU : Uᴴ * U = 1)
    (k l : n) : Commute (occ U a k) (occ U a l) := by
  by_cases hkl : k = l
  · rw [hkl]
  have hb := mode_car ha hU
  unfold occ
  generalize mode U a = b at hb ⊢
  have h1 : b k * star (b l) + star (b l) * b k = 0 := by rw [hb.mixed, if_neg hkl]
  have h2 : star (b k) * star (b l) + star (b l) * star (b k) = 0 := by
    simpa only [star_add, star_mul, star_zero] using congrArg star (hb.anti l k)
  have h3 : star (b k) * b l + b l * star (b k) = 0 := by
    rw [add_comm, hb.mixed, if_neg (Ne.symm hkl)]
  -- move the pair of mode l through the pair of mode k: four sign changes
  calc star (b k) * b k * (star (b l) * b l)
      = star (b k) * (b k * star (b l) + star (b l) * b k) * b l
        - (star (b k) * star (b l) + star (b l) * star (b k)) * (b k * b l)
        + star (b l) * star (b k) * (b k * b l + b l * b k)
        - star (b l) * (star (b k) * b l + b l * star (b k)) * b k
        + star (b l) * b l * (star (b k) * b k) := by noncomm_ring
    _ = star (b l) * b l * (star (b k) * b k) := by
        rw [h1, h2, h3, hb.anti]
        simp only [mul_zero, zero_mul, sub_zero, add_zero, zero_add]

/-- If `L = U diag(lam) U†`, its one-body operator is `∑ k, lam_k n_k`. -/
theorem oneBody_eq (a : n → A) {L U : Matrix n n ℂ} {lam : n → ℂ}
    (hL : L = U * diagonal lam * Uᴴ) : oneBody L a = ∑ k, lam k • occ U a k := by
  have hpq : ∀ p q, L p q = ∑ k, lam k * (U p k * star (U q k)) := fun p q => by
    rw [hL, Matrix.mul_apply]
    refine Finset.sum_congr rfl fun k _ => ?_
    rw [Matrix.mul_diagonal, Matrix.conjTranspose_apply]
    ring
  have hn : ∀ k, occ U a k =
      ∑ p, ∑ q, (U p k * star (U q k)) • (star (a p) * a q) := fun k => by
    rw [occ, star_mode, mode]
    simp only [Finset.sum_mul_sum, smul_mul_smul_comm]
  simp only [oneBody, hpq, hn, Finset.sum_smul, Finset.smul_sum, smul_smul]
  symm
  rw [Finset.sum_comm]
  exact Finset.sum_congr rfl fun p _ => Finset.sum_comm

/-- If `L = U diag(lam) U†` with `U` unitary, the number of modes with nonzero `lam_k`
is the rank of `L`. -/
theorem card_modes_eq_rank {L U : Matrix n n ℂ} {lam : n → ℂ} (hU : Uᴴ * U = 1)
    (hL : L = U * diagonal lam * Uᴴ) :
    (Finset.univ.filter fun k => lam k ≠ 0).card = L.rank := by
  rw [hL, Matrix.rank_mul_eq_left_of_isUnit_det _ _ (Matrix.isUnit_det_of_right_inverse hU),
    Matrix.rank_mul_eq_right_of_isUnit_det _ _ (Matrix.isUnit_det_of_left_inverse hU),
    Matrix.rank_diagonal, Fintype.card_subtype]

/-- For CAR operators and `L = U diag(lam) U†` with `U` unitary, the rotated modes obey the CAR,
their occupations are commuting idempotents, and the squared one-body operator is
`∑ lam_k lam_l n_k n_l` over nonzero `lam_k`, `lam_l`. -/
theorem double_factorization {a : n → A} (ha : IsCAR a) {L U : Matrix n n ℂ} {lam : n → ℂ}
    (hU : Uᴴ * U = 1) (hL : L = U * diagonal lam * Uᴴ) :
    IsCAR (mode U a) ∧ (∀ k, occ U a k * occ U a k = occ U a k) ∧
    (∀ k l, Commute (occ U a k) (occ U a l)) ∧
    oneBody L a ^ 2 = ∑ k with lam k ≠ 0, ∑ l with lam l ≠ 0,
      (lam k * lam l) • (occ U a k * occ U a l) := by
  refine ⟨mode_car ha hU, occ_idem ha hU, occ_commute ha hU, ?_⟩
  -- modes with zero eigenvalue drop out before squaring
  have hs : ∑ k with lam k ≠ 0, lam k • occ U a k = ∑ k, lam k • occ U a k :=
    Finset.sum_filter_of_ne fun k _ h h0 => h (by rw [h0, zero_smul])
  rw [sq, oneBody_eq a hL, ← hs, Finset.sum_mul_sum]
  simp only [smul_mul_smul_comm]

/-- For CAR operators and `L = U diag(lam) U†` with `U` unitary, the squared one-body operator
splits into the one-body part `∑ lam_k² n_k` and a sum over pairs of different modes. -/
theorem sq_eq_oneBody_add_pairs {a : n → A} (ha : IsCAR a) {L U : Matrix n n ℂ} {lam : n → ℂ}
    (hU : Uᴴ * U = 1) (hL : L = U * diagonal lam * Uᴴ) :
    oneBody L a ^ 2 = ∑ k, lam k ^ 2 • occ U a k +
      ∑ k, ∑ l ∈ Finset.univ.erase k, (lam k * lam l) • (occ U a k * occ U a l) := by
  rw [sq, oneBody_eq a hL, Finset.sum_mul_sum, ← Finset.sum_add_distrib]
  refine Finset.sum_congr rfl fun k _ => ?_
  simp only [smul_mul_smul_comm]
  rw [← Finset.add_sum_erase _ _ (Finset.mem_univ k), occ_idem ha hU, sq]

/-- For CAR operators and Hermitian factors `L g`, the sum of squared one-body operators is a
weighted sum of products of idempotent occupations. Each `g` has its own unitary rotation, whose
occupations commute with each other, and real coefficients `lam g k`, of which as many are nonzero
as the rank of `L g`. -/
theorem two_body_double_factorization {ι : Type*} [Fintype ι] {a : n → A} (ha : IsCAR a)
    (L : ι → Matrix n n ℂ) (hL : ∀ g, (L g).IsHermitian) :
    ∃ (U : ι → Matrix n n ℂ) (lam : ι → n → ℂ),
      (∀ g, (U g)ᴴ * U g = 1 ∧ (∀ k, (lam g k).im = 0) ∧
        (∀ k, occ (U g) a k * occ (U g) a k = occ (U g) a k) ∧
        (∀ k l, Commute (occ (U g) a k) (occ (U g) a l)) ∧
        (Finset.univ.filter fun k => lam g k ≠ 0).card = (L g).rank) ∧
      ∑ g, oneBody (L g) a ^ 2 = ∑ g, ∑ k with lam g k ≠ 0, ∑ l with lam g l ≠ 0,
        (lam g k * lam g l) • (occ (U g) a k * occ (U g) a l) := by
  -- the spectral theorem diagonalizes each factor
  have hd : ∀ g, ∃ (U : Matrix n n ℂ) (lam : n → ℂ), Uᴴ * U = 1 ∧
      (∀ k, (lam k).im = 0) ∧ L g = U * diagonal lam * Uᴴ := fun g => by
    refine ⟨(hL g).eigenvectorUnitary, fun k => ((hL g).eigenvalues k : ℂ),
      Matrix.mem_unitaryGroup_iff'.mp (hL g).eigenvectorUnitary.2,
      fun k => Complex.ofReal_im _, ?_⟩
    have h := (hL g).spectral_theorem
    rw [Unitary.conjStarAlgAut_apply] at h
    exact h
  choose U lam hU him hdiag using hd
  exact ⟨U, lam, fun g => ⟨hU g, him g, occ_idem ha (hU g), occ_commute ha (hU g),
    card_modes_eq_rank (hU g) (hdiag g)⟩,
    Finset.sum_congr rfl fun g _ => (double_factorization ha (hU g) (hdiag g)).2.2.2⟩

/-- Two fermionic annihilation operators as 4 by 4 Jordan–Wigner matrices. -/
def twoModes : Fin 2 → Matrix (Fin 4) (Fin 4) ℂ :=
  ![!![0, 0, 1, 0; 0, 0, 0, 1; 0, 0, 0, 0; 0, 0, 0, 0],
    !![0, 1, 0, 0; 0, 0, 0, 0; 0, 0, 0, -1; 0, 0, 0, 0]]

/-- The two Jordan–Wigner matrices obey the canonical anticommutation relations. -/
theorem isCAR_witness : IsCAR twoModes := by
  -- the creation operators, written out
  have hs : ∀ p, star (twoModes p) =
      (![!![0, 0, 0, 0; 0, 0, 0, 0; 1, 0, 0, 0; 0, 1, 0, 0],
        !![0, 0, 0, 0; 1, 0, 0, 0; 0, 0, 0, 0; 0, 0, -1, 0]] :
        Fin 2 → Matrix (Fin 4) (Fin 4) ℂ) p := fun p => by
    rw [Matrix.star_eq_conjTranspose]
    ext i j
    rw [Matrix.conjTranspose_apply]
    fin_cases p <;> fin_cases i <;> fin_cases j <;> simp [twoModes]
  refine ⟨fun p q => ?_, fun p q => ?_⟩
  · fin_cases p <;> fin_cases q <;> ext i j <;> fin_cases i <;> fin_cases j <;>
      simp [twoModes]
  · rw [hs]
    fin_cases p <;> fin_cases q <;> ext i j <;> fin_cases i <;> fin_cases j <;>
      simp [twoModes]

end

end DoubleFactorization
```

```lean
#print axioms DoubleFactorization.sq_eq_oneBody_add_pairs
#print axioms DoubleFactorization.two_body_double_factorization
```

```
'DoubleFactorization.sq_eq_oneBody_add_pairs' depends on axioms: [propext, Classical.choice, Quot.sound]
'DoubleFactorization.two_body_double_factorization' depends on axioms: [propext, Classical.choice, Quot.sound]
```

## Reading the theorems as statements about fermions

The type `n` labels the spin orbitals, and `A` is a complex star-algebra in which `star` is the adjoint. The predicate `IsCAR a` states the two anticommutation relations for the family `a`. They are the physical input: they encode fermionic statistics and orthonormal orbitals. No Fock space or vacuum is needed. The definitions `mode U a k`, `occ U a k` and `oneBody L a` are \(b_k\), \(n_k\) and \(v\).

The hypothesis `hU : Uᴴ * U = 1` says that the square matrix `U` is unitary, and `hL` is the given diagonalization. Under these hypotheses `double_factorization` collects the CAR of the modes, the two properties of the occupations and the restricted double sum. The rank count is `card_modes_eq_rank`, and the separated form is `sq_eq_oneBody_add_pairs`.

For a finite family of Hermitian matrices, `two_body_double_factorization` derives the existence of unitary rotations and real coefficients that put the sum of squares in factorized form. The proof takes the coefficients to be the eigenvalues of each \(L^g\), but the conclusion states only the properties listed in it, not the equation \(L^g=U^g\,\mathrm{diag}(\lambda^g)\,U^{g\dagger}\). For a particular diagonalization that is already known, `double_factorization` is the theorem to apply.

## How the lemmas carry the calculation

In `mode_car`, the equations `e1` and `e2` expand the two orderings of a product into double sums with the same coefficients, so that the CAR of `a` can be applied term by term. What is left in the mixed case is a matrix element of \(U^\dagger U\), supplied by `hkl`.

Both `occ_idem` and `occ_commute` then forget how the modes were built and keep only their CAR. In the first, `h2` is Pauli exclusion. In the second, `h1`, `h2` and `h3` are the sign changes between different modes, used together with the anticommutator of the two annihilation operators. In each proof `noncomm_ring` confirms an identity that holds in any ring, written so that whole anticommutators appear and can be replaced by their values.

The lemma `oneBody_eq` inserts the components of `L` and reorders finite sums. It needs neither the CAR nor unitarity, which enter only through the properties of the modes and the rank. In `double_factorization`, the step `hs` removes the zero eigenvalues before the sum is squared. The theorem `two_body_double_factorization` obtains a diagonalization for each `g` from Mathlib's spectral theorem, and `choose` gathers them into families `U` and `lam`.

Finally, `isCAR_witness` checks entry by entry that two explicit 4×4 Jordan–Wigner matrices satisfy `IsCAR`, so the relations have a concrete two-mode model.

## What remains for the code to control

The matrices \(L^g\) are input. The theorems don't cover the Cholesky decomposition of the integrals, its residual, or the one-body term from reordering. If complex orbitals lead to factors that aren't Hermitian, these must first be rewritten in terms of Hermitian combinations before `two_body_double_factorization` applies.

Only eigenvalues equal to zero are removed. A code that also discards nonzero eigenvalues with \(|\lambda_k|\) below a threshold changes the operator, and needs its own error estimate. Rounding in the eigensolver, the time-step error and the statistical error of the sampling are separate matters too.

The rank refers to the matrix over spin orbitals. If a code stores one spatial matrix for both spins, the full matrix has two equal blocks, and each spatial eigenvector with nonzero eigenvalue stands for two modes.
